# A symmetry of a finite tree-shaped skeleton fixes an atom or exchanges the ends of a bond, never both

**Q.** Take the carbon skeleton of ethane: two atoms, one bond. The only symmetry besides the identity swaps the atoms. No atom stays in place, but the bond is carried to itself, end for end. What could this show about larger molecules?

**A.** It shows a shortage of bonds. Each atom has to set out towards its image along some bond. There are two atoms and one bond, so both use the same bond, from opposite ends. Now reverse the butane chain 1–2–3–4. The first bonds towards the images are 12, 23, 23 and 34. Atoms 2 and 3 share a bond, and that bond is reversed.

**Q.** And the general question?

**A.** Given a symmetry of an acyclic carbon skeleton, must some atom or some bond be carried to itself? For a finite connected skeleton without rings, the answer is yes. If an atom is fixed, moreover, no bond has its ends exchanged.

**Q.** Derive the first part without any Lean.

**A.** Let $f$ map atoms to atoms so that bonded atoms go to bonded or equal atoms. Every symmetry does this. Suppose that $f$ fixes no atom.

1. For each atom $v$, take the path from $v$ to $f(v)$, and let $c(v)$ be its second atom. The rest of the path never returns to $v$, so $c(v)$ stays linked to $f(v)$ when the bond $\{v,c(v)\}$ is cut.
2. A tree with $n$ atoms has $n-1$ bonds. Hence two different atoms $v$ and $w$ have the same first bond, $\{v,c(v)\}=\{w,c(w)\}$. As $v\neq w$, this means $c(v)=w$ and $c(w)=v$.
3. Cut the bond $vw$. By step 1, $f(v)$ is linked to $w$, and $f(w)$ is linked to $v$. If $f(v)$ and $f(w)$ were still linked to each other, then $v$ and $w$ would be too. In a tree the bond is the only path between its ends, so this is impossible.
4. Since $v$ and $w$ are bonded, $f(v)$ and $f(w)$ are equal or bonded. Equal atoms are linked, which step 3 excludes. If they are joined by a bond other than $vw$, they are linked as well. So $\{f(v),f(w)\}=\{v,w\}$, and since $f(v)\neq v$, we get $f(v)=w$ and $f(w)=v$.

**Q.** Why can't a symmetry $\varphi$ fix an atom $u$ and also exchange the ends of a bond $vw$?

**A.** Cut $vw$. A walk from $u$ to $v$ either avoids the bond or reaches one of its ends before first using it, so $u$ stays linked to $v$ or to $w$. Say it is $v$. Apply $\varphi$ to a walk from $u$ to $v$ that avoids the bond. The result runs from $u$ to $w$. It avoids the bond too, because $\varphi$ is injective on bonds and carries $vw$ to itself. Then $v$ and $w$ are linked through $u$ after the cut, a contradiction. The other case is the same with $v$ and $w$ exchanged.

**Q.** Now the Lean version. What is a skeleton there, and what is a symmetry?

**A.** `V` is the set of atoms and `G : SimpleGraph V` records which pairs are bonded. `G.IsTree` says that the graph is connected and acyclic; connectedness includes having at least one atom. `[Finite V]` makes the skeleton finite. A symmetry is `φ : G ≃g G`, a permutation of the atoms that preserves both bonding and non-bonding.

```lean
import Mathlib

open SimpleGraph

namespace AcyclicSkeletonCentre

variable {V : Type*} {G : SimpleGraph V}
```

The one new notion is being linked after a cut. `Sym2 V` is the type of unordered pairs, and `s(v, w)` is the pair of $v$ and $w$, so a bond has no preferred direction.

```lean
/-- Atoms `a` and `b` stay linked when the bond `e` is cut: some walk along bonds
leads from `a` to `b` without using `e`. -/
def StaysLinked (G : SimpleGraph V) (e : Sym2 V) (a b : V) : Prop :=
  ∃ p : G.Walk a b, e ∉ p.edges
```

**Q.** My molecule has elements, bond orders and a geometry. Your graph has none of them.

**A.** Elements and bond orders do no harm: a symmetry that respects them is still an automorphism of the bare graph. Geometry needs a step that the hypotheses leave to you, namely that the spatial operation permutes the atoms and carries bonds to bonds. A symmetry operation of the molecule permutes atoms of the same element. It also carries bonds to bonds if these are assigned by a rule that the operation respects, such as a distance threshold for each pair of elements. In the other direction, a graph automorphism need not come from any rigid motion of the molecule.

**Q.** How does the proof handle walks after a cut?

**A.** Two lemmas make linkage behave as "being in the same fragment" should. Reversing a walk gives symmetry, and joining two walks gives transitivity.

```lean
/-- Being linked after a cut does not depend on the order of the two atoms. -/
theorem StaysLinked.symm {e : Sym2 V} {a b : V} (h : StaysLinked G e a b) :
    StaysLinked G e b a := by
  obtain ⟨p, hp⟩ := h
  exact ⟨p.reverse, by simpa [Walk.edges_reverse] using hp⟩

/-- If `a` stays linked to `b` and `b` to `c` after a cut, then `a` stays linked to `c`. -/
theorem StaysLinked.trans {e : Sym2 V} {a b c : V} (h : StaysLinked G e a b)
    (h' : StaysLinked G e b c) : StaysLinked G e a c := by
  obtain ⟨p, hp⟩ := h
  obtain ⟨q, hq⟩ := h'
  exact ⟨p.append q, by simp [Walk.edges_append, hp, hq]⟩
```

Next comes the fact used in step 3. From a supposed walk between the ends that avoids the bond, `bypass` removes the detours and leaves a path. Paths in an acyclic graph are unique, so this path is the bond itself. Its edges were already in the original walk, which contradicts the assumption.

```lean
/-- In an acyclic skeleton, cutting a bond separates its two ends. -/
theorem cut_separates (hG : G.IsAcyclic) {v w : V} (h : G.Adj v w) :
    ¬ StaysLinked G s(v, w) v w := by
  classical
  rintro ⟨p, hp⟩
  -- the only path from `v` to `w` is the bond itself
  have hu : p.bypass = (Path.singleton h : G.Walk v w) :=
    congrArg Subtype.val (@Subsingleton.elim _ (hG.subsingleton_path v w)
      ⟨p.bypass, p.bypass_isPath⟩ (Path.singleton h))
  apply hp
  apply p.edges_bypass_subset_edges
  rw [hu]
  simp [Path.singleton]
```

**Q.** And the first bond of step 1?

**A.** The lemma takes a path from $a$ to $b$ and splits off its first edge. The empty path is excluded by $a\neq b$. In a path, $a$ doesn't occur in the remainder, so the remainder can't use the bond at $a$.

```lean
/-- In a connected skeleton, an atom `a` has a bond towards any other atom `b`: its far
end `c` stays linked to `b` when the bond is cut. -/
theorem first_bond (hG : G.Connected) {a b : V} (hab : a ≠ b) :
    ∃ c, G.Adj a c ∧ StaysLinked G s(a, c) c b := by
  classical
  obtain ⟨p⟩ := hG.preconnected a b
  have hp := p.bypass_isPath
  generalize p.bypass = q at hp
  cases q with
  | nil => exact absurd rfl hab
  | cons h q =>
    rw [Walk.cons_isPath_iff] at hp
    exact ⟨_, h, q, fun he => hp.2 (q.fst_mem_support_of_mem_edges he)⟩
```

The lemma for the exclusivity argument says that every atom stays linked to one of the two ends. It works by induction along a walk from $x$ to $v$. If the first edge is the cut pair, $x$ is itself $v$ or $w$; otherwise one takes the step and continues. Its proof never needs $v$ and $w$ to be bonded.

```lean
/-- When a bond `vw` of a connected skeleton is cut, every atom stays linked to `v`
or to `w`. -/
theorem two_fragments (hG : G.Connected) (v w x : V) :
    StaysLinked G s(v, w) x v ∨ StaysLinked G s(v, w) x w := by
  obtain ⟨p⟩ := hG.preconnected x v
  induction p with
  | nil => exact Or.inl ⟨Walk.nil, by simp⟩
  | @cons x y v h q ih =>
    by_cases he : s(v, w) = s(x, y)
    · rcases Sym2.eq_iff.1 he with ⟨a, _⟩ | ⟨_, b⟩
      · left
        rw [← a]
        exact ⟨Walk.nil, by simp⟩
      · right
        rw [← b]
        exact ⟨Walk.nil, by simp⟩
    · have step : StaysLinked G s(v, w) x y :=
        ⟨Walk.cons h Walk.nil, by
          simpa only [Walk.edges_cons, Walk.edges_nil, List.mem_singleton] using he⟩
      exact ih.imp (fun k => step.trans k) (fun k => step.trans k)
```

**Q.** Then the main theorem should be the four steps above.

**A.** It is, and it is stated for maps that need not be permutations. In words: if `f` sends bonded atoms of a finite tree to bonded or equal atoms, then some `v` has `f v = v`, or there are bonded `v` and `w` with `f v = w` and `f w = v`. Two atoms may thus be merged into one.

```lean
/-- A map of the atoms of a finite tree that sends bonded atoms to bonded or equal atoms
fixes an atom or exchanges the two ends of a bond. -/
theorem map_fixes_atom_or_flips_bond [Finite V] (hG : G.IsTree) (f : V → V)
    (hf : ∀ v w, G.Adj v w → f v = f w ∨ G.Adj (f v) (f w)) :
    (∃ v, f v = v) ∨ ∃ v w, G.Adj v w ∧ f v = w ∧ f w = v := by
  classical
  have := Fintype.ofFinite V
  by_cases hfix : ∃ v, f v = v
  · exact Or.inl hfix
  right
  have hne : ∀ v, v ≠ f v := fun v h => hfix ⟨v, h.symm⟩
  -- `c v` is the neighbour of `v` in the direction of its image
  choose c hadj hlink using fun v => first_bond hG.1 (hne v)
  have hcard := hG.card_edgeFinset
  -- fewer bonds than atoms: two atoms share their first bond
  obtain ⟨v, -, w, -, hvw, he⟩ := Finset.exists_ne_map_eq_of_card_lt_of_maps_to
    (s := Finset.univ) (t := G.edgeFinset) (f := fun v => s(v, c v))
    (by rw [Finset.card_univ]; omega) (by intro v _; simpa using hadj v)
  rcases Sym2.eq_iff.1 he with ⟨h, _⟩ | ⟨h1, h2⟩
  · exact absurd h hvw
  have hb := hadj v
  have hv := hlink v
  have hw := hlink w
  rw [h2] at hb hv
  rw [← h1, Sym2.eq_swap] at hw
  -- the images lie on opposite sides of the bond `vw`
  have hcut : ¬ StaysLinked G s(v, w) (f v) (f w) := fun h =>
    cut_separates hG.2 hb ((hw.trans h.symm).trans hv.symm)
  rcases hf v w hb with h | h
  · exfalso
    apply hcut
    rw [h]
    exact ⟨Walk.nil, by simp⟩
  · by_cases hs : s(v, w) = s(f v, f w)
    · rcases Sym2.eq_iff.1 hs with ⟨a, _⟩ | ⟨a, b⟩
      · exact absurd a (hne v)
      · exact ⟨v, w, hb, b.symm, a.symm⟩
    · exact (hcut ⟨Walk.cons h Walk.nil, by
        simpa only [Walk.edges_cons, Walk.edges_nil, List.mem_singleton] using hs⟩).elim
```

`choose` turns the existence statement of `first_bond` into the function `c` of step 1. The statement `hcut` is step 3, and the final case distinction on `hf v w hb` is step 4.

**Q.** Where exactly does the count of bonds enter?

**A.** Through Mathlib's pigeonhole principle, `Finset.exists_ne_map_eq_of_card_lt_of_maps_to`. It takes two finite sets and a function from the first into the second. If the second set is smaller, it returns two different elements with the same value. Here the first set is all atoms, the second is `G.edgeFinset`, and the function is `fun v => s(v, c v)`. Two obligations remain. The inequality follows from `hG.card_edgeFinset`, which says that the number of bonds plus one is the number of atoms; `omega` does the arithmetic. That the values are bonds is `hadj`.

The unordered pair matters in what comes back. The equality `s(v, c v) = s(w, c w)` splits under `Sym2.eq_iff` into two cases. Either $v=w$, which the principle has excluded, or $v=c(w)$ and $c(v)=w$. The second case is the head-on meeting seen in ethane.

**Q.** I asked about symmetries, not about maps that merge atoms.

**A.** A symmetry sends bonded atoms to bonded atoms, so the statement for `φ` follows in one line.

```lean
/-- Every symmetry of a finite acyclic connected skeleton fixes an atom or exchanges the
two ends of a bond. -/
theorem symmetry_fixes_atom_or_flips_bond [Finite V] (hG : G.IsTree) (φ : G ≃g G) :
    (∃ v, φ v = v) ∨ ∃ v w, G.Adj v w ∧ φ v = w ∧ φ w = v :=
  map_fixes_atom_or_flips_bond hG φ fun _ _ h => Or.inr (φ.map_adj_iff.2 h)
```

Exclusivity is a separate theorem, and it holds for infinite trees as well. Its internal statement `move` says that `φ` carries walks avoiding the bond to walks avoiding the bond. The two cases at the end come from `two_fragments`.

```lean
/-- A symmetry of a tree that fixes an atom does not exchange the two ends of any bond. -/
theorem not_flips_bond_of_fixes_atom (hG : G.IsTree) (φ : G ≃g G) {u v w : V}
    (hu : φ u = u) (h : G.Adj v w) : ¬ (φ v = w ∧ φ w = v) := by
  rintro ⟨hv, hw⟩
  have hs : Sym2.map φ s(v, w) = s(v, w) :=
    (show Sym2.map φ s(v, w) = s(φ v, φ w) from rfl).trans
      (by rw [hv, hw]; exact Sym2.eq_swap)
  -- the symmetry carries walks avoiding the bond to walks avoiding the bond
  have move : ∀ a b, StaysLinked G s(v, w) a b → StaysLinked G s(v, w) (φ a) (φ b) := by
    rintro a b ⟨p, hp⟩
    refine ⟨p.map φ.toHom, fun he => ?_⟩
    rw [Walk.edges_map, List.mem_map] at he
    obtain ⟨e, hep, he⟩ := he
    have hee : e = s(v, w) := Sym2.map.injective φ.injective (he.trans hs.symm)
    exact hp (hee ▸ hep)
  rcases two_fragments hG.1 v w u with k | k
  · have k' := move _ _ k
    rw [hu, hv] at k'
    exact cut_separates hG.2 h (k.symm.trans k')
  · have k' := move _ _ k
    rw [hu, hw] at k'
    exact cut_separates hG.2 h (k'.symm.trans k)
```

**Q.** The namespace is called `AcyclicSkeletonCentre`. Have you found the centre of the tree?

**A.** No. In graph theory the centre is the set of vertices whose greatest distance to any other vertex is smallest, and it is not defined here. The theorem takes one symmetry at a time, and the atom or bond may depend on `φ`. A single atom or bond preserved by the whole symmetry group would be a stronger conclusion.

**Q.** Is there a case in which I can be sure of an atom?

**A.** Yes, if an odd number of repetitions of the symmetry gives the identity. Suppose that $\varphi$ exchanged the ends $v$ and $w$ of a bond. Then $\varphi^2(v)=v$, so $\varphi^{2m+1}(v)=w\neq v$ for every $m$, and no odd power could be the identity. Hence the first alternative holds. A threefold rotation of the neopentane skeleton, for instance, keeps the central carbon in place.

```lean
/-- A symmetry of a finite tree that gives the identity after an odd number of repetitions
fixes an atom. -/
theorem odd_symmetry_fixes_atom [Finite V] (hG : G.IsTree) (φ : G ≃g G) {k : ℕ}
    (hk : Odd k) (hφ : ∀ v, (⇑φ)^[k] v = v) : ∃ v, φ v = v := by
  rcases symmetry_fixes_atom_or_flips_bond hG φ with h | ⟨v, w, hvw, hv, hw⟩
  · exact h
  obtain ⟨m, rfl⟩ := hk
  have h2 : (⇑φ)^[2] v = v := by
    show φ (φ v) = v
    rw [hv, hw]
  -- an odd number of exchanges carries `v` to `w`
  have h3 : (⇑φ)^[2 * m + 1] v = w := by
    rw [Function.iterate_succ_apply', Function.iterate_mul, Function.iterate_fixed h2, hv]
  exact absurd (h3.symm.trans (hφ v)) hvw.ne'
```

The notation `(⇑φ)^[k]` means `φ` applied `k` times. The number `k` need not be the smallest one that gives the identity.

**Q.** And if I close a ring?

**A.** Then the conclusion can fail, already for cyclopropane's three carbons. The complete graph `⊤` on `Fin 3` is the three-membered ring, and the rotation adds 1 modulo 3.

```lean
/-- The rotation of a three-membered ring by one position. -/
def ringRotation : (⊤ : SimpleGraph (Fin 3)) ≃g (⊤ : SimpleGraph (Fin 3)) where
  toEquiv := Equiv.addRight 1
  map_rel_iff' := by
    intro a b
    simp
```

No atom is fixed and no bond is reversed. `decide` goes through all the cases.

```lean
/-- The rotation of a three-membered ring fixes no atom and exchanges the ends of no bond. -/
theorem ringRotation_fixes_nothing :
    (∀ v, ringRotation v ≠ v) ∧
      ∀ v w, (⊤ : SimpleGraph (Fin 3)).Adj v w →
        ¬ (ringRotation v = w ∧ ringRotation w = v) := by
  decide

end AcyclicSkeletonCentre
```

```lean
#print axioms AcyclicSkeletonCentre.symmetry_fixes_atom_or_flips_bond
-- 'AcyclicSkeletonCentre.symmetry_fixes_atom_or_flips_bond' depends on axioms: [propext, Classical.choice, Quot.sound]
#print axioms AcyclicSkeletonCentre.not_flips_bond_of_fixes_atom
-- 'AcyclicSkeletonCentre.not_flips_bond_of_fixes_atom' depends on axioms: [propext, Classical.choice, Quot.sound]
#print axioms AcyclicSkeletonCentre.odd_symmetry_fixes_atom
-- 'AcyclicSkeletonCentre.odd_symmetry_fixes_atom' depends on axioms: [propext, Classical.choice, Quot.sound]
#print axioms AcyclicSkeletonCentre.ringRotation_fixes_nothing
-- 'AcyclicSkeletonCentre.ringRotation_fixes_nothing' depends on axioms: [propext, Classical.choice, Quot.sound]
```

So being finite and connected is not enough for the conclusion. Nor is being finite and acyclic: two separate atoms without a bond can be swapped.

**Q.** Does any of this touch electronic structure?

**A.** In a Hückel model, with non-interacting electrons, one orbital per atom and equal parameters throughout, a symmetry of the skeleton commutes with the Hamiltonian. If the skeleton is a finite tree, the theorem says that an orbital that changes sign under the symmetry has either a zero coefficient on a fixed atom or opposite coefficients at the two ends of a reversed bond. That consequence is a short argument on top of the theorem, not part of the Lean code.
